# The Irving–Kirkwood bond formula for antisymmetric pair forces and continuously differentiable test functions

If finitely many particles at positions $x_i\in\mathbb R^d$ act on one another with pair forces $f_{ij}=-f_{ji}$, where $f_{ij}$ is the force on $i$ from $j$ and $F_i=\sum_j f_{ij}$, then every continuously differentiable $\varphi:\mathbb R^d\to\mathbb R$ satisfies
$$\sum_i \varphi(x_i)\,F_i=\frac12\sum_{i,j} f_{ij}\int_0^1\big\langle\nabla\varphi\big(x_j+s(x_i-x_j)\big),\,x_i-x_j\big\rangle\,ds .$$

```lean
import Mathlib

open scoped InnerProductSpace

namespace IrvingKirkwoodStress

noncomputable section

/-- Physical space of dimension `d`. -/
abbrev Space (d : ℕ) := EuclideanSpace ℝ (Fin d)

variable {d : ℕ} {ι : Type*} [Fintype ι]

/-- The configurational Irving-Kirkwood stress of particles at `x` with pair forces `f`
(`f i j` acts on `i` and comes from `j`), tested against a vector field `g`:
each pair contributes along the straight segment that joins its two particles. -/
def pairStress (x : ι → Space d) (f : ι → ι → Space d) (g : Space d → Space d) : Space d :=
  -((1 / 2 : ℝ) • ∑ i, ∑ j,
    (∫ s in (0 : ℝ)..1, ⟪g (x j + s • (x i - x j)), x i - x j⟫_ℝ) • f i j)

/-- The force on particle `i` from a harmonic spring of stiffness `k` and zero rest length
that ties it to particle `j`. -/
def springForce (k : ℝ) (x : ι → Space d) (i j : ι) : Space d :=
  k • (x j - x i)

/-- The inner product of the gradient with a vector is the directional derivative. -/
theorem inner_gradient_eq (φ : Space d → ℝ) (y w : Space d) :
    ⟪gradient φ y, w⟫_ℝ = fderiv ℝ φ y w := by
  unfold gradient
  exact InnerProductSpace.toDual_symm_apply

/-- The line integral of a gradient along a continuously differentiable curve is the
difference of the values of the function at the two ends. -/
theorem integral_gradient_along_curve {φ : Space d → ℝ} (hφ : ContDiff ℝ 1 φ)
    {γ γ' : ℝ → Space d} (hγ : ∀ s, HasDerivAt γ (γ' s) s) (hc : Continuous γ') :
    ∫ s in (0 : ℝ)..1, ⟪gradient φ (γ s), γ' s⟫_ℝ = φ (γ 1) - φ (γ 0) := by
  have hγc : Continuous γ := continuous_iff_continuousAt.2 fun s => (hγ s).continuousAt
  simp_rw [inner_gradient_eq]
  -- the fundamental theorem of calculus for `s ↦ φ (γ s)`
  apply intervalIntegral.integral_eq_sub_of_hasDerivAt (f := fun s => φ (γ s))
  · intro s _
    exact ((hφ.differentiable (by simp)) (γ s)).hasFDerivAt.comp_hasDerivAt s (hγ s)
  · exact (((hφ.continuous_fderiv (by simp)).comp hγc).clm_apply hc).intervalIntegrable 0 1

/-- For antisymmetric pair forces, a weighted sum of the total forces on the particles is
half the sum over ordered pairs of the weight difference times the pair force. -/
theorem weighted_force_eq_pair_differences {f : ι → ι → Space d}
    (hf : ∀ i j, f i j = -f j i) (w : ι → ℝ) :
    ∑ i, w i • ∑ j, f i j = (1 / 2 : ℝ) • ∑ i, ∑ j, (w i - w j) • f i j := by
  -- exchanging the particle labels flips the sign of the force
  have swap : ∑ i, ∑ j, w j • f i j = -∑ i, ∑ j, w i • f i j := by
    rw [Finset.sum_comm]
    simp only [← Finset.sum_neg_distrib]
    refine Finset.sum_congr rfl fun i _ => Finset.sum_congr rfl fun j _ => ?_
    rw [hf j i, smul_neg]
  have h : ∑ i, w i • ∑ j, f i j = ∑ i, ∑ j, w i • f i j := by
    simp only [Finset.smul_sum]
  simp only [sub_smul, Finset.sum_sub_distrib, swap]
  rw [h]
  module

/-- The smeared force is reproduced by pair contributions along any continuously
differentiable curves `γ i j` that run from particle `j` to particle `i`. -/
theorem smeared_force_eq_curve_integrals {φ : Space d → ℝ} (hφ : ContDiff ℝ 1 φ)
    (x : ι → Space d) {f : ι → ι → Space d} (hf : ∀ i j, f i j = -f j i)
    {γ γ' : ι → ι → ℝ → Space d} (hγ : ∀ i j s, HasDerivAt (γ i j) (γ' i j s) s)
    (hc : ∀ i j, Continuous (γ' i j))
    (h0 : ∀ i j, γ i j 0 = x j) (h1 : ∀ i j, γ i j 1 = x i) :
    ∑ i, φ (x i) • ∑ j, f i j = (1 / 2 : ℝ) • ∑ i, ∑ j,
      (∫ s in (0 : ℝ)..1, ⟪gradient φ (γ i j s), γ' i j s⟫_ℝ) • f i j := by
  have key : ∀ i j, ∫ s in (0 : ℝ)..1, ⟪gradient φ (γ i j s), γ' i j s⟫_ℝ
      = φ (x i) - φ (x j) := by
    intro i j
    rw [integral_gradient_along_curve hφ (hγ i j) (hc i j), h0, h1]
  simp only [key]
  exact weighted_force_eq_pair_differences hf fun i => φ (x i)

/-- **Irving-Kirkwood formula.** For antisymmetric pair forces, the force smeared with a test
function `φ` is half the sum over ordered pairs of the pair force times the line integral of
the gradient of `φ` along the straight segment between the two particles. -/
theorem irving_kirkwood {φ : Space d → ℝ} (hφ : ContDiff ℝ 1 φ)
    (x : ι → Space d) {f : ι → ι → Space d} (hf : ∀ i j, f i j = -f j i) :
    ∑ i, φ (x i) • ∑ j, f i j = (1 / 2 : ℝ) • ∑ i, ∑ j,
      (∫ s in (0 : ℝ)..1, ⟪gradient φ (x j + s • (x i - x j)), x i - x j⟫_ℝ) • f i j := by
  -- the straight segment has constant velocity `x i - x j`
  refine smeared_force_eq_curve_integrals hφ x hf
    (γ := fun i j s => x j + s • (x i - x j)) (γ' := fun i j _ => x i - x j)
    ?_ (fun _ _ => continuous_const) (fun i j => by simp) (fun i j => by simp)
  intro i j s
  have h := ((hasDerivAt_id' s).smul_const (x i - x j)).const_add (x j)
  exact h.congr_deriv (one_smul _ _)

/-- **Momentum balance in weak form.** Under Newton's equation with antisymmetric pair forces,
the momentum smeared with `φ` changes at the rate given by the kinetic momentum flux minus the
configurational stress, both tested against the gradient of `φ`. -/
theorem smeared_momentum_balance {φ : Space d → ℝ} (hφ : ContDiff ℝ 1 φ)
    (m : ι → ℝ) (x v : ι → ℝ → Space d) (a : ι → Space d) {f : ι → ι → Space d} (t : ℝ)
    (hx : ∀ i, HasDerivAt (x i) (v i t) t) (hv : ∀ i, HasDerivAt (v i) (a i) t)
    (newton : ∀ i, m i • a i = ∑ j, f i j) (hf : ∀ i j, f i j = -f j i) :
    HasDerivAt (fun τ => ∑ i, (m i * φ (x i τ)) • v i τ)
      (∑ i, (m i * ⟪gradient φ (x i t), v i t⟫_ℝ) • v i t
        - pairStress (fun i => x i t) f (gradient φ)) t := by
  -- product rule for each particle
  have h : ∀ i ∈ (Finset.univ : Finset ι),
      HasDerivAt (fun τ => (m i * φ (x i τ)) • v i τ)
        ((m i * φ (x i t)) • a i + (m i * ⟪gradient φ (x i t), v i t⟫_ℝ) • v i t) t := by
    intro i _
    have hφx : HasDerivAt (fun τ => φ (x i τ)) (⟪gradient φ (x i t), v i t⟫_ℝ) t := by
      rw [inner_gradient_eq]
      exact ((hφ.differentiable (by simp)) (x i t)).hasFDerivAt.comp_hasDerivAt t (hx i)
    exact (hφx.const_mul (m i)).smul (hv i)
  refine (HasDerivAt.fun_sum h).congr_deriv ?_
  -- Newton's equation turns the accelerations into the smeared force
  have e : ∑ i, (m i * φ (x i t)) • a i = ∑ i, φ (x i t) • ∑ j, f i j := by
    refine Finset.sum_congr rfl fun i _ => ?_
    rw [← newton i, smul_smul, mul_comm]
  have hm := irving_kirkwood hφ (fun i => x i t) hf
  beta_reduce at hm
  rw [Finset.sum_add_distrib, e, hm]
  simp only [pairStress]
  module

omit [Fintype ι] in
/-- Harmonic spring forces are antisymmetric, and the force between two particles at
different positions is non-zero when the stiffness is non-zero. -/
theorem springForce_witness {k : ℝ} (hk : k ≠ 0) (x : ι → Space d) {i j : ι}
    (hij : x i ≠ x j) :
    (∀ a b, springForce k x a b = -springForce k x b a) ∧ springForce k x i j ≠ 0 := by
  constructor
  · intro a b
    unfold springForce
    module
  · exact smul_ne_zero hk (sub_ne_zero.2 hij.symm)

end

end IrvingKirkwoodStress
```

```lean
#print axioms IrvingKirkwoodStress.irving_kirkwood
-- 'IrvingKirkwoodStress.irving_kirkwood' depends on axioms: [propext, Classical.choice, Quot.sound]
#print axioms IrvingKirkwoodStress.smeared_momentum_balance
-- 'IrvingKirkwoodStress.smeared_momentum_balance' depends on axioms: [propext, Classical.choice, Quot.sound]
```

## From forces at points to stress along bonds

The left side is the force density, concentrated at the particles, integrated against $\varphi$. The right side spreads each pair's contribution along the segment between the two particles. Two facts connect them.

The first is the fundamental theorem of calculus. Write $r_{ij}=x_i-x_j$. The point $x_j+s\,r_{ij}$ runs from $x_j$ at $s=0$ to $x_i$ at $s=1$ with constant velocity $r_{ij}$, so by the chain rule
$$\frac{d}{ds}\varphi(x_j+s\,r_{ij})=\langle\nabla\varphi(x_j+s\,r_{ij}),r_{ij}\rangle .$$
The right side is continuous in $s$, and integration gives
$$\int_0^1\langle\nabla\varphi(x_j+s\,r_{ij}),r_{ij}\rangle\,ds=\varphi(x_i)-\varphi(x_j).$$

The second is Newton's third law. Exchanging the names of the summation indices and then using $f_{ji}=-f_{ij}$,
$$\sum_i\varphi(x_i)F_i=\sum_{i,j}\varphi(x_i)f_{ij}=\sum_{i,j}\varphi(x_j)f_{ji}=-\sum_{i,j}\varphi(x_j)f_{ij}.$$
The average of the second and the last expression is
$$\sum_i\varphi(x_i)F_i=\frac12\sum_{i,j}\big(\varphi(x_i)-\varphi(x_j)\big)f_{ij}.$$
Replacing the difference by the line integral gives the formula.

The first fact holds equally for any continuously differentiable curve from $x_j$ to $x_i$, so the force density does not single out the straight bond. In two or more dimensions, different curves can give different stresses when tested on a field that is not a gradient, although they agree on every $\nabla\varphi$.

## Two particles on a line

Take $d=1$, $x_1=1$, $x_2=3$, a spring of stiffness $3$ and zero rest length, and $\varphi(y)=y^2$. Then $f_{12}=3(3-1)=6$ and $f_{21}=-6$. The left side is
$$1\cdot 6+9\cdot(-6)=-48.$$
For the ordered pair $(1,2)$ the integral is $\int_0^1 2(3-2s)(-2)\,ds=-8$, and for $(2,1)$ it is $\int_0^1 2(1+2s)\,2\,ds=8$. The right side is therefore $\tfrac12\big(6\cdot(-8)+(-6)\cdot 8\big)=-48$.

## The stress and the momentum balance

The configurational stress is defined by its action on a vector field $g$:
$$\Sigma[g]=-\frac12\sum_{i,j}f_{ij}\int_0^1\langle g(x_j+s\,r_{ij}),r_{ij}\rangle\,ds .$$
This is `pairStress`. With the minus sign, attraction between particles counts as positive stress, that is, tension. In the example above, $\Sigma[\nabla\varphi]=48$.

Now let the particles have masses $m_i$, velocities $v_i$ and accelerations $a_i$, with $m_ia_i=F_i$. The product rule gives
$$\frac{d}{dt}\sum_i m_i\varphi(x_i)v_i=\sum_i m_i\langle\nabla\varphi(x_i),v_i\rangle v_i+\sum_i\varphi(x_i)F_i .$$
By the bond formula the last sum is $-\Sigma[\nabla\varphi]$. The momentum weighted by $\varphi$ thus changes through particles that carry it along and through forces transmitted across bonds. This is the weak form of the local momentum balance, with the kinetic flux of the individual particles in place of the convective flux of a mean flow.

In molecular dynamics, the configurational part of a local stress profile can be computed from such bond contributions; the kinetic part is added separately. The identity is proved here for a finite set of particles without periodic images.

## How the Lean statements encode the physics

`Space d` is $\mathbb R^d$ with its Euclidean inner product, and the particle labels form an arbitrary finite type `ι`. The hypothesis `hf` is Newton's third law in its weak form: the forces must be opposite, but they need not point along the line between the particles. It also forces $f_{ii}=0$. The pair forces are given vectors, and no potential is assumed. A many-body force field must first be decomposed into antisymmetric pair terms.

The hypothesis `ContDiff ℝ 1 φ` says that $\varphi$ is continuously differentiable. Compact support is not required, because the sums are finite. The sharp indicator function of a histogram bin is excluded.

In `smeared_momentum_balance`, `x` and `v` are functions of time, while `a` and `f` are the accelerations and forces at the single instant `t`. The hypothesis `newton` says that the antisymmetric pair forces make up the whole force, which leaves out external fields and drag against a fixed background. Friction between pairs, such as $f_{ij}=-\zeta(v_i-v_j)$ with the same friction coefficient $\zeta$ for all pairs, is allowed. The test function does not depend on time.

Irving and Kirkwood's name is also attached to expressions for ensemble-averaged fields. The identities here concern one configuration or one trajectory, and no average over an ensemble is taken.

`springForce_witness` supplies an example of admissible forces: harmonic springs satisfy the antisymmetry condition, and their force is non-zero between separated particles when the stiffness is non-zero.

## How the proof follows the derivation

`inner_gradient_eq` identifies $\langle\nabla\varphi(y),w\rangle$ with the derivative of $\varphi$ at $y$ applied to $w$, which is the form that Mathlib's chain rule uses. This is the directional derivative when $\varphi$ is differentiable at $y$, as it is in all the later theorems; otherwise Mathlib sets both sides to zero.

`integral_gradient_along_curve` is the first fact, for a general curve. Applying `intervalIntegral.integral_eq_sub_of_hasDerivAt` leaves two goals. The chain rule settles the derivative, and continuity of the integrand settles its integrability.

`weighted_force_eq_pair_differences` is the second fact, for arbitrary weights $w_i$ in place of $\varphi(x_i)$. Its intermediate claim `swap` is the relabelling step: `Finset.sum_comm` exchanges the two sums and `hf` supplies the sign. The closing `module` does the linear algebra that produces the factor $\tfrac12$.

`smeared_force_eq_curve_integrals` combines the two facts for any family of curves with the right endpoints. `irving_kirkwood` then inserts the straight segments, checks their endpoints and shows that their velocity is $x_i-x_j$.

For the momentum balance, `h` is the product rule for each particle, and `e` uses Newton's equation to turn the acceleration terms into the weighted force. The bond formula, under the name `hm`, rewrites that force, and `module` matches the sign in `pairStress`.

## The pair virial from linear weights

The same argument with the linear function $\varphi(y)=y_\alpha$, the $\alpha$-th coordinate, has a constant gradient, so the integral is simply the $\alpha$-th component of $r_{ij}$. Taking the $\alpha$-th component of the force identity and summing over $\alpha$ gives
$$\sum_i\langle x_i,F_i\rangle=\frac12\sum_{i,j}\langle x_i-x_j,f_{ij}\rangle .$$
This is the virial written in terms of relative positions, which does not change when all particles are shifted together.
